# Energies of the AA'XX' four-spin system with total Iz = Sz = 0 and weak coupling between the pairs

Four spins 1/2 form two pairs, $I_1, I_2$ and $S_1, S_2$. The coupling constants within the pairs are $J_A$ and $J_X$. Between the pairs, $J$ couples $I_1$ with $S_1$ and $I_2$ with $S_2$, while $J'$ couples $I_1$ with $S_2$ and $I_2$ with $S_1$. Spin operators are dimensionless, so energies have the units of the coupling constants, usually hertz. Throughout, $K=J_A+J_X$, $M=J_A-J_X$ and $L=J-J'$.

## States and spin operators

```lean
import Mathlib

open Matrix

namespace FourSpinAAXX

noncomputable section
```

These lines load the mathematical library Mathlib, make its matrix notation available and open a namespace for the names that follow.

```lean
/-- Amplitudes of four spins 1/2 in the order I1, I2, S1, S2; index 0 is spin up, 1 is spin down. -/
abbrev State := Fin 2 → Fin 2 → Fin 2 → Fin 2 → ℂ
```

A `State` assigns a complex amplitude $\psi_{abcd}$ to each of the 16 spin configurations. Each index takes the value 0 (up, $\uparrow$) or 1 (down, $\downarrow$). Normalisation is not required.

```lean
/-- The spin-1/2 matrices for the x, y and z components. -/
def spin : Fin 3 → Matrix (Fin 2) (Fin 2) ℂ :=
  ![!![0, 1/2; 1/2, 0], !![0, -(Complex.I/2); Complex.I/2, 0], !![1/2, 0; 0, -(1/2)]]
```

Lean counts from zero: `spin 0`, `spin 1` and `spin 2` are the $x$, $y$ and $z$ matrices, each half a Pauli matrix.

```lean
/-- The magnetic quantum number of a single spin. -/
def mz : Fin 2 → ℂ := ![1/2, -(1/2)]
```

`mz` is the magnetic quantum number: $m_0=\tfrac12$ and $m_1=-\tfrac12$.

```lean
/-- A one-spin matrix acting on spin I1. -/
def I1 (A : Matrix (Fin 2) (Fin 2) ℂ) (ψ : State) : State :=
  fun a b c d => ∑ k, A a k * ψ k b c d
```

`I1` turns a $2\times2$ matrix $A$ into an operator on the first spin, $(A\psi)_{abcd}=\sum_k A_{ak}\psi_{kbcd}$. Thus `I1 (spin 2) ψ` is $I_{1z}\psi$.

```lean
/-- A one-spin matrix acting on spin I2. -/
def I2 (A : Matrix (Fin 2) (Fin 2) ℂ) (ψ : State) : State :=
  fun a b c d => ∑ k, A b k * ψ a k c d
```

`I2` does the same for the second index.

```lean
/-- A one-spin matrix acting on spin S1. -/
def S1 (A : Matrix (Fin 2) (Fin 2) ℂ) (ψ : State) : State :=
  fun a b c d => ∑ k, A c k * ψ a b k d
```

`S1` acts on the third index.

```lean
/-- A one-spin matrix acting on spin S2. -/
def S2 (A : Matrix (Fin 2) (Fin 2) ℂ) (ψ : State) : State :=
  fun a b c d => ∑ k, A d k * ψ a b c k
```

`S2` acts on the fourth.

```lean
/-- The total z component of the I spins. -/
def totalIz (ψ : State) : State := I1 (spin 2) ψ + I2 (spin 2) ψ
```

This is $I_z\psi=(I_{1z}+I_{2z})\psi$.

```lean
/-- The total z component of the S spins. -/
def totalSz (ψ : State) : State := S1 (spin 2) ψ + S2 (spin 2) ψ
```

Likewise, $S_z\psi=(S_{1z}+S_{2z})\psi$.

## The Hamiltonian and its central block

```lean
/-- The AA'XX' coupling Hamiltonian: scalar couplings JA and JX within the pairs,
and zz couplings J and J' between them. -/
def hamiltonian (JA JX J J' : ℝ) (ψ : State) : State :=
  (JA : ℂ) • (∑ k, I1 (spin k) (I2 (spin k) ψ)) + (JX : ℂ) • (∑ k, S1 (spin k) (S2 (spin k) ψ))
  + (J : ℂ) • (I1 (spin 2) (S1 (spin 2) ψ) + I2 (spin 2) (S2 (spin 2) ψ))
  + (J' : ℂ) • (I1 (spin 2) (S2 (spin 2) ψ) + I2 (spin 2) (S1 (spin 2) ψ))
```

In ordinary notation,

$$H=J_A\,\mathbf I_1\!\cdot\mathbf I_2+J_X\,\mathbf S_1\!\cdot\mathbf S_2+J(I_{1z}S_{1z}+I_{2z}S_{2z})+J'(I_{1z}S_{2z}+I_{2z}S_{1z}).$$

The four constants are arbitrary real numbers standing for scalar couplings through the bonds. Keeping only the $zz$ part between the pairs is the weak-coupling approximation, suitable when the Larmor frequencies of the pairs differ by much more than the magnitude of each of the four coupling constants. Zeeman terms are absent; with one frequency per pair they are proportional to $I_z$ and $S_z$ and vanish on the block studied here.

```lean
/-- The state with amplitudes `v` on up-down-up-down, up-down-down-up, down-up-up-down and
down-up-down-up, and zero elsewhere. -/
def embed (v : Fin 4 → ℂ) : State :=
  ![![0, ![![0, v 0], ![v 1, 0]]], ![![![0, v 2], ![v 3, 0]], 0]]
```

`embed` places four amplitudes $v_0,\dots,v_3$ on $\uparrow\downarrow\uparrow\downarrow$, $\uparrow\downarrow\downarrow\uparrow$, $\downarrow\uparrow\uparrow\downarrow$ and $\downarrow\uparrow\downarrow\uparrow$, and zero elsewhere.

```lean
/-- The 4×4 matrix on the amplitudes used in `embed`. -/
def block (JA JX J J' : ℝ) : Matrix (Fin 4) (Fin 4) ℂ :=
  !![-(JA + JX)/4 + (J - J')/2, JX/2, JA/2, 0;
     JX/2, -(JA + JX)/4 - (J - J')/2, 0, JA/2;
     JA/2, 0, -(JA + JX)/4 - (J - J')/2, JX/2;
     0, JA/2, JX/2, -(JA + JX)/4 + (J - J')/2]
```

This is the proposed matrix of $H$ on those amplitudes. At this point it is only a definition; its connection with `hamiltonian` is proved below.

```lean
/-- The four energies -K/4 ± √(K²+L²)/2 and -K/4 ± √(M²+L²)/2, with K = JA + JX,
M = JA - JX and L = J - J'. -/
def energy (JA JX J J' : ℝ) : Fin 4 → ℝ :=
  ![-(JA + JX)/4 + √((JA + JX)^2 + (J - J')^2)/2,
    -(JA + JX)/4 - √((JA + JX)^2 + (J - J')^2)/2,
    -(JA + JX)/4 + √((JA - JX)^2 + (J - J')^2)/2,
    -(JA + JX)/4 - √((JA - JX)^2 + (J - J')^2)/2]
```

The four candidate energies, numbered 0 to 3, are

$$-\tfrac K4\pm\tfrac12\sqrt{K^2+L^2},\qquad -\tfrac K4\pm\tfrac12\sqrt{M^2+L^2}.$$

## From operators to a 4×4 matrix

```lean
/-- The z component of each spin multiplies an amplitude by that spin's magnetic quantum number. -/
theorem z_apply (ψ : State) (a b c d : Fin 2) :
    I1 (spin 2) ψ a b c d = mz a * ψ a b c d ∧ I2 (spin 2) ψ a b c d = mz b * ψ a b c d ∧
    S1 (spin 2) ψ a b c d = mz c * ψ a b c d ∧ S2 (spin 2) ψ a b c d = mz d * ψ a b c d := by
  refine ⟨?_, ?_, ?_, ?_⟩
  · fin_cases a <;> simp [I1, spin, mz, Fin.sum_univ_two]
  · fin_cases b <;> simp [I2, spin, mz, Fin.sum_univ_two]
  · fin_cases c <;> simp [S1, spin, mz, Fin.sum_univ_two]
  · fin_cases d <;> simp [S2, spin, mz, Fin.sum_univ_two]
```

A `theorem` states a claim before `:=` and proves it after. Here the claim is $I_{1z}\psi_{abcd}=m_a\psi_{abcd}$, and similarly for the other spins, because the $z$ matrix is diagonal. The tactic `fin_cases` tries both values of the index, and `simp` evaluates the sum.

```lean
/-- The scalar product of two spins 1/2 is half their exchange minus one quarter. -/
theorem scalar_product_apply (ψ : State) (a b c d : Fin 2) :
    (∑ k, I1 (spin k) (I2 (spin k) ψ)) a b c d = ψ b a c d / 2 - ψ a b c d / 4 ∧
    (∑ k, S1 (spin k) (S2 (spin k) ψ)) a b c d = ψ a b d c / 2 - ψ a b c d / 4 := by
  constructor
  · fin_cases a <;> fin_cases b <;>
      simp [I1, I2, spin, Fin.sum_univ_two, Fin.sum_univ_three] <;>
      (try ring_nf) <;> (try simp only [Complex.I_sq]) <;> (try ring)
  · fin_cases c <;> fin_cases d <;>
      simp [S1, S2, spin, Fin.sum_univ_two, Fin.sum_univ_three] <;>
      (try ring_nf) <;> (try simp only [Complex.I_sq]) <;> (try ring)
```

By hand, write $\mathbf I_1\cdot\mathbf I_2=I_{1z}I_{2z}+\tfrac12(I_{1+}I_{2-}+I_{1-}I_{2+})$, where $I_{j\pm}=I_{jx}\pm iI_{jy}$. Parallel spins give $\tfrac14\psi$. Antiparallel spins give $-\tfrac14\psi$ plus half the amplitude with the spins exchanged. Both cases are contained in

$$(\mathbf I_1\!\cdot\mathbf I_2\,\psi)_{abcd}=\tfrac12\psi_{bacd}-\tfrac14\psi_{abcd}.$$

Lean checks the four cases from the $x,y,z$ matrices directly, using $i^2=-1$ for the $y$ terms.

```lean
/-- The Hamiltonian acts on amplitudes by exchange within each pair and a diagonal zz term. -/
theorem hamiltonian_apply (JA JX J J' : ℝ) (ψ : State) (a b c d : Fin 2) :
    hamiltonian JA JX J J' ψ a b c d =
      JA * (ψ b a c d / 2 - ψ a b c d / 4) + JX * (ψ a b d c / 2 - ψ a b c d / 4)
      + (J * (mz a * mz c + mz b * mz d) + J' * (mz a * mz d + mz b * mz c)) * ψ a b c d := by
  simp only [hamiltonian, Pi.add_apply, Pi.smul_apply, smul_eq_mul,
    (scalar_product_apply ψ a b c d).1, (scalar_product_apply ψ a b c d).2, z_apply]
  ring
```

Inserting the last two results into $H$ gives exchange within each pair and a diagonal term $J(m_am_c+m_bm_d)+J'(m_am_d+m_bm_c)$. The tactic `ring` does the final algebra.

```lean
/-- A state has total Iz = 0 and total Sz = 0 exactly when it is supported on the four
configurations with one spin up and one spin down in each pair. -/
theorem zero_projection_iff (ψ : State) :
    (totalIz ψ = 0 ∧ totalSz ψ = 0) ↔ ∃ v, embed v = ψ := by
  have hm : ∀ a, mz a + mz a ≠ 0 := by
    intro a
    fin_cases a <;> norm_num [mz]
  constructor
  · rintro ⟨hI, hS⟩
    -- parallel spins in either pair force the amplitude to vanish
    have h1 : ∀ a c d, ψ a a c d = 0 := by
      intro a c d
      have h := congrFun (congrFun (congrFun (congrFun hI a) a) c) d
      simp only [totalIz, Pi.add_apply, z_apply, Pi.zero_apply, ← add_mul] at h
      exact (mul_eq_zero.1 h).resolve_left (hm a)
    have h2 : ∀ a b c, ψ a b c c = 0 := by
      intro a b c
      have h := congrFun (congrFun (congrFun (congrFun hS a) b) c) c
      simp only [totalSz, Pi.add_apply, z_apply, Pi.zero_apply, ← add_mul] at h
      exact (mul_eq_zero.1 h).resolve_left (hm c)
    refine ⟨![ψ 0 1 0 1, ψ 0 1 1 0, ψ 1 0 0 1, ψ 1 0 1 0], ?_⟩
    funext a b c d
    fin_cases a <;> fin_cases b <;> fin_cases c <;> fin_cases d <;> simp [embed, h1, h2]
  · rintro ⟨v, rfl⟩
    constructor <;> funext a b c d <;>
      simp only [totalIz, totalSz, Pi.add_apply, z_apply, Pi.zero_apply] <;>
      fin_cases a <;> fin_cases b <;> fin_cases c <;> fin_cases d <;> simp [embed, mz]
```

The arrow `↔` means "if and only if". Since $(I_z\psi)_{abcd}=(m_a+m_b)\psi_{abcd}$, the condition $I_z\psi=0$ with $a=b$ reads $2m_a\psi_{aacd}=0$, so that amplitude vanishes. The same holds for $c=d$. Only the four configurations of `embed` remain. Conversely, on these the quantum numbers in each pair cancel. In the code, `h1` and `h2` are the two vanishing statements.

```lean
/-- The Hamiltonian maps the states with Iz = Sz = 0 to themselves and acts there as `block`. -/
theorem hamiltonian_embed (JA JX J J' : ℝ) (v : Fin 4 → ℂ) :
    hamiltonian JA JX J J' (embed v) = embed (block JA JX J J' *ᵥ v) := by
  funext a b c d
  rw [hamiltonian_apply]
  fin_cases a <;> fin_cases b <;> fin_cases c <;> fin_cases d <;>
    simp [embed, block, mz, Matrix.mulVec, dotProduct, Fin.sum_univ_four] <;> ring
```

The symbol `*ᵥ` is matrix times vector. On $\uparrow\downarrow\uparrow\downarrow$, the diagonal term is $-\tfrac K4+\tfrac L2$; exchanging the $I$ spins leads to $v_2$ with coefficient $J_A/2$, and exchanging the $S$ spins leads to $v_1$ with $J_X/2$. This is row 0 of `block`, and the other rows follow in the same way, with $-\tfrac L2$ on the diagonal of rows 1 and 2. All other configurations stay empty, so $H$ keeps the block closed. Lean checks all 16 configurations.

## Two pairs of coupled levels

```lean
/-- In unnormalised singlet-triplet products, J - J' couples triplet-triplet only to
singlet-singlet, and triplet-singlet only to singlet-triplet. -/
theorem singlet_triplet_action (JA JX J J' : ℝ) :
    block JA JX J J' *ᵥ ![1, 1, 1, 1] =
      (((JA + JX)/4 : ℂ)) • ![1, 1, 1, 1] + ((J - J')/2 : ℂ) • ![1, -1, -1, 1] ∧
    block JA JX J J' *ᵥ ![1, -1, -1, 1] =
      ((-3*(JA + JX)/4 : ℂ)) • ![1, -1, -1, 1] + ((J - J')/2 : ℂ) • ![1, 1, 1, 1] ∧
    block JA JX J J' *ᵥ ![1, -1, 1, -1] =
      ((JA - 3*JX)/4 : ℂ) • ![1, -1, 1, -1] + ((J - J')/2 : ℂ) • ![1, 1, -1, -1] ∧
    block JA JX J J' *ᵥ ![1, 1, -1, -1] =
      ((JX - 3*JA)/4 : ℂ) • ![1, 1, -1, -1] + ((J - J')/2 : ℂ) • ![1, -1, 1, -1] := by
  refine ⟨?_, ?_, ?_, ?_⟩ <;> ext i <;> fin_cases i <;>
    simp [block, Matrix.mulVec, dotProduct, Fin.sum_univ_four] <;> ring
```

The four vectors are, in order, triplet–triplet, singlet–singlet, triplet–singlet and singlet–triplet, with the $I$ pair named first and each triplet in its $m=0$ component. Each has length 2; dividing by 2 normalises them all and leaves the coefficients unchanged. A triplet contributes $\tfrac14$ of its pair's coupling and a singlet $-\tfrac34$, so the matrix becomes

$$\begin{pmatrix}K/4&L/2\\L/2&-3K/4\end{pmatrix},\qquad
\begin{pmatrix}(J_A-3J_X)/4&L/2\\L/2&(J_X-3J_A)/4\end{pmatrix}.$$

Both have mean diagonal $-K/4$. Half the diagonal difference is $K/2$ in the first and $M/2$ in the second, which gives the eigenvalues $-\tfrac K4\pm\sqrt{K^2/4+L^2/4}$ and $-\tfrac K4\pm\sqrt{M^2/4+L^2/4}$.

```lean
/-- The characteristic determinant of the block is the product over the four energies. -/
theorem det_block (JA JX J J' : ℝ) (E : ℂ) :
    (E • (1 : Matrix (Fin 4) (Fin 4) ℂ) - block JA JX J J').det =
      ∏ k, (E - (energy JA JX J J' k : ℂ)) := by
  -- reflection symmetry splits the determinant into two quadratic factors
  have key : ∀ p q a b : ℂ, (!![p, a, b, 0; a, q, 0, b; b, 0, q, a; 0, b, a, p]).det =
      (p * q - (a + b)^2) * (p * q - (a - b)^2) := by
    intro p q a b
    simp [Matrix.det_succ_row_zero, Fin.sum_univ_succ, Fin.succAbove]
    ring
  have hM : E • (1 : Matrix (Fin 4) (Fin 4) ℂ) - block JA JX J J' =
      !![E + (JA + JX)/4 - (J - J')/2, -(JX/2), -(JA/2), 0;
         -(JX/2), E + (JA + JX)/4 + (J - J')/2, 0, -(JA/2);
         -(JA/2), 0, E + (JA + JX)/4 + (J - J')/2, -(JX/2);
         0, -(JA/2), -(JX/2), E + (JA + JX)/4 - (J - J')/2] := by
    ext i j
    fin_cases i <;> fin_cases j <;> simp [block] <;> ring
  have hr : ((√((JA + JX)^2 + (J - J')^2) : ℝ) : ℂ)^2 = ((JA : ℂ) + JX)^2 + (J - J')^2 := by
    exact_mod_cast Real.sq_sqrt (by positivity : (0 : ℝ) ≤ (JA + JX)^2 + (J - J')^2)
  have ht : ((√((JA - JX)^2 + (J - J')^2) : ℝ) : ℂ)^2 = ((JA : ℂ) - JX)^2 + (J - J')^2 := by
    exact_mod_cast Real.sq_sqrt (by positivity : (0 : ℝ) ≤ (JA - JX)^2 + (J - J')^2)
  have hf : ∀ r t : ℂ, r^2 = ((JA : ℂ) + JX)^2 + (J - J')^2 →
      t^2 = ((JA : ℂ) - JX)^2 + (J - J')^2 →
      (E • (1 : Matrix (Fin 4) (Fin 4) ℂ) - block JA JX J J').det =
      (E - (-(JA + JX)/4 + r/2)) * (E - (-(JA + JX)/4 - r/2)) *
      (E - (-(JA + JX)/4 + t/2)) * (E - (-(JA + JX)/4 - t/2)) := by
    intro r t h1 h2
    rw [hM, key]
    linear_combination ((E + (JA + JX)/4)^2 - (((JA : ℂ) - JX)^2 + (J - J')^2)/4)/4 * h1
      + ((E + (JA + JX)/4)^2 - r^2/4)/4 * h2
  rw [hf _ _ hr ht, Fin.prod_univ_four]
  simp [energy]
```

The determinant gives the same energies with their multiplicities. Put $x=E+K/4$. Flipping all four spins reverses the order of the amplitudes and leaves the matrix unchanged, so the determinant splits into an even and an odd factor:

$$\det(E-B)=\Big(x^2-\tfrac{L^2}4-\tfrac{K^2}4\Big)\Big(x^2-\tfrac{L^2}4-\tfrac{M^2}4\Big),$$

where $B$ is `block`. Each factor is a difference of squares and yields two of the energies. In the proof, `key` is the splitting for general entries, `hM` writes out $E-B$, and `hr` and `ht` say that the square roots square to $K^2+L^2$ and $M^2+L^2$. The tactic `linear_combination` then uses these two identities to obtain the four linear factors. Because $B$ is real and symmetric, ordinary linear algebra adds that a repeated root has equally many independent eigenvectors, a step taken here in prose only.

## The energies of the full Hamiltonian

```lean
/-- A number E is the energy of a nonzero eigenstate of the AA'XX' Hamiltonian with
total Iz = total Sz = 0 exactly when it is one of the four values in `energy`. -/
theorem aaxx_energies (JA JX J J' : ℝ) (E : ℂ) :
    (∃ ψ : State, ψ ≠ 0 ∧ totalIz ψ = 0 ∧ totalSz ψ = 0 ∧
      hamiltonian JA JX J J' ψ = E • ψ) ↔ ∃ k, E = (energy JA JX J J' k : ℂ) := by
  have hinj : Function.Injective embed := by
    intro v w h
    have g := fun a b c d => congrFun (congrFun (congrFun (congrFun h a) b) c) d
    ext i
    fin_cases i
    exacts [g 0 1 0 1, g 0 1 1 0, g 1 0 0 1, g 1 0 1 0]
  have hsmul : ∀ v, embed (E • v) = E • embed v := by
    intro v
    funext a b c d
    fin_cases a <;> fin_cases b <;> fin_cases c <;> fin_cases d <;> simp [embed]
  have hzero : embed 0 = 0 := by
    funext a b c d
    fin_cases a <;> fin_cases b <;> fin_cases c <;> fin_cases d <;> simp [embed]
  have hdet : (∃ k, E = (energy JA JX J J' k : ℂ)) ↔
      (E • (1 : Matrix (Fin 4) (Fin 4) ℂ) - block JA JX J J').det = 0 := by
    rw [det_block, Finset.prod_eq_zero_iff]
    simp only [Finset.mem_univ, true_and, sub_eq_zero]
  -- the eigenvalue equation on the full space is the one of the block
  have hv : ∀ v, (E • (1 : Matrix (Fin 4) (Fin 4) ℂ) - block JA JX J J') *ᵥ v = 0 ↔
      hamiltonian JA JX J J' (embed v) = E • embed v := by
    intro v
    rw [Matrix.sub_mulVec, Matrix.smul_mulVec, Matrix.one_mulVec, sub_eq_zero,
      hamiltonian_embed, ← hsmul, hinj.eq_iff]
    exact eq_comm
  rw [hdet, ← Matrix.exists_mulVec_eq_zero_iff]
  constructor
  · rintro ⟨ψ, h0, hI, hS, hH⟩
    obtain ⟨v, rfl⟩ := (zero_projection_iff ψ).1 ⟨hI, hS⟩
    exact ⟨v, fun h => h0 (by rw [h, hzero]), (hv v).2 hH⟩
  · rintro ⟨v, h0, h⟩
    obtain ⟨hI, hS⟩ := (zero_projection_iff (embed v)).2 ⟨v, rfl⟩
    exact ⟨embed v, fun h' => h0 (hinj (h'.trans hzero.symm)), hI, hS, (hv v).1 h⟩
```

This theorem concerns $H$ on the 16-dimensional space. A complex number $E$ satisfies $H\psi=E\psi$ for some $\psi\neq0$ with $I_z\psi=S_z\psi=0$ exactly when it equals one of the four energies. In particular, every such $E$ is real.

By hand: such a $\psi$ is `embed v` with $v\ne0$, and $H\psi=E\psi$ becomes $(E-B)v=0$. A nonzero solution exists exactly when $\det(E-B)=0$, hence when one of the four factors vanishes. In Lean, `hinj`, `hsmul` and `hzero` show that `embed` loses no information and respects scaling and zero; `hv` translates the eigenvalue equation, and `hdet` the determinant condition.

For example, take $J_A=7$, $J_X=2$, $J=14$ and $J'=2$ Hz. Then $K=9$, $M=5$, $L=12$, and the roots are $\sqrt{81+144}=15$ and $\sqrt{25+144}=13$. The energies are $-2.25\pm7.5$ and $-2.25\pm6.5$, that is $5.25$, $-9.75$, $4.25$ and $-8.75$ Hz. Their sum, $-9$ Hz, equals the trace $-K$ of the block.

These levels enter the line positions of AA'XX' spectra and can serve to test a spin-simulation program, for an isolated four-spin system with weak coupling between the pairs. The other 12 states, line intensities, relaxation and chemical exchange are not treated.

```lean
/-- Energies 0 and 2, those with a plus sign before the square root, coincide exactly when JA or JX
vanishes. -/
theorem upper_levels_coincide_iff (JA JX J J' : ℝ) :
    energy JA JX J J' 0 = energy JA JX J J' 2 ↔ JA = 0 ∨ JX = 0 := by
  change -(JA + JX)/4 + √((JA + JX)^2 + (J - J')^2)/2 =
    -(JA + JX)/4 + √((JA - JX)^2 + (J - J')^2)/2 ↔ _
  constructor
  · intro h
    have h2 := (Real.sqrt_inj (by positivity) (by positivity)).1
      (by linarith : √((JA + JX)^2 + (J - J')^2) = √((JA - JX)^2 + (J - J')^2))
    exact mul_eq_zero.1 (by linear_combination h2 / 4)
  · intro h
    have h2 : (JA + JX)^2 = (JA - JX)^2 := by
      linear_combination 4 * mul_eq_zero.2 h
    rw [h2]

end

end FourSpinAAXX
```

The upper level of the $K$ pair meets that of the $M$ pair exactly when $J_A=0$ or $J_X=0$. Equal levels mean equal square roots, hence $K^2+L^2=M^2+L^2$; since $K^2-M^2=4J_AJ_X$, this says $J_AJ_X=0$. Conversely, a vanishing product makes $K^2=M^2$, and the two expressions agree. The value of $L$ plays no part.

```lean
#print axioms FourSpinAAXX.singlet_triplet_action
#print axioms FourSpinAAXX.aaxx_energies
#print axioms FourSpinAAXX.upper_levels_coincide_iff
```

```
'FourSpinAAXX.singlet_triplet_action' depends on axioms: [propext, Classical.choice, Quot.sound]
'FourSpinAAXX.aaxx_energies' depends on axioms: [propext, Classical.choice, Quot.sound]
'FourSpinAAXX.upper_levels_coincide_iff' depends on axioms: [propext, Classical.choice, Quot.sound]
```
